# On an infinite chain with nearest-neighbour hopping, a site couples to its bath orbital only through its two neighbours

The chain is non-interacting, with hopping amplitude $-t$ between nearest neighbours, and the fragment is the single site 0. Its bath orbital $b$ is the site's column of the Fermi-sea density matrix with the entry at site 0 removed, divided by $\sqrt{\nu(1-\nu)}$, which normalises it for fillings $0<\nu<1$. The lemma says that the coupling $\sum_j h_{0j}\,b_j$, a sum over all integers $j$, converges to $-t\,(b_1+b_{-1})$; it holds for all real $t$ and $\nu$ and doesn't use the normalisation. The proof shows that the terms vanish outside $\{1,-1\}$, replaces the infinite sum by the finite one, and puts in the two hopping amplitudes.

The failing Lean file:

```lean
import Mathlib

open Real

namespace ChainDensityMatrixEmbedding

noncomputable section

/-- Density matrix between two sites at distance `j` of the infinite chain with filling `ν`
per spin: the integral over the Fermi sea `|k| ≤ πν`. -/
def rho (ν : ℝ) (j : ℤ) : ℝ :=
  1 / (2 * π) * ∫ k in (-(π * ν))..(π * ν), Real.cos ((j : ℝ) * k)

/-- The density-matrix column of the fragment site 0, restricted to the environment. -/
def env (ν : ℝ) (j : ℤ) : ℝ := if j = 0 then 0 else rho ν j

/-- The bath orbital: the environment column divided by `√(ν(1-ν))`. -/
def bath (ν : ℝ) (j : ℤ) : ℝ := env ν j / √(ν * (1 - ν))

/-- Nearest-neighbour hopping Hamiltonian of the chain, with amplitude `-t`. -/
def hop (t : ℝ) (i j : ℤ) : ℝ := if j = i + 1 ∨ j = i - 1 then -t else 0

/-- Only the two neighbours of the fragment contribute to its coupling to the bath orbital. -/
theorem coupling_hasSum (t ν : ℝ) :
    HasSum (fun j : ℤ => hop t 0 j * bath ν j) (-t * (bath ν 1 + bath ν (-1))) := by
  have h := hasSum_sum_of_ne_finset_zero (f := fun j : ℤ => hop t 0 j * bath ν j)
    (s := ({1, -1} : Finset ℤ)) (by
      intro j hj
      simp only [Finset.mem_insert, Finset.mem_singleton, not_or] at hj
      simp [hop, hj.1, hj.2])
  rw [Finset.sum_pair (by norm_num)] at h
  have e1 : hop t 0 1 = -t := by simp [hop]
  have e2 : hop t 0 (-1) = -t := by simp [hop]
  rw [e1, e2, ← mul_add] at h
  exact h

end

end ChainDensityMatrixEmbedding
```

Compiling this gives:

```
Main.lean:26:12: error: typeclass instance problem is stuck
  SummationFilter.LeAtTop ?m.33

Note: Lean will not try to resolve this typeclass instance problem because the second type argument to `SummationFilter.LeAtTop` is a metavariable. This argument must be fully determined before Lean will try to resolve the typeclass.

Hint: Adding type annotations and supplying implicit arguments to functions can give Lean more information for typeclass resolution. For example, if you have a variable `x` that you intend to be a `Nat`, but Lean reports it as having an unresolved type like `?m`, replacing `x` with `(x : Nat)` can get typeclass resolution un-stuck.
```

Diagnosis. In Mathlib a `HasSum` statement carries a summation filter, which says in what sense the infinite sum is taken. The lemma `hasSum_sum_of_ne_finset_zero` holds for any such filter that satisfies `SummationFilter.LeAtTop`. The failing `have h := …` gives the function `f` and the finite set `s`, but has no stated type, so nothing there fixes the filter. It stays the unknown `?m.33`, and Lean won't look for an instance about an unknown filter. The theorem's own statement would fix it, but `h` is elaborated before it is compared with the goal.

The repair states the type of `h`. When `HasSum` is written out without a filter, Lean fills in the default, the unconditional one, and matching the lemma against this type settles the filter, so the instance can be found. The same type also determines the function and the finite set, so the arguments `f` and `s` are no longer needed, and dropping them is mere tidying.

As a diff, the version that Lean accepts:

```diff
@@ -24,6 +24,7 @@
 theorem coupling_hasSum (t ν : ℝ) :
     HasSum (fun j : ℤ => hop t 0 j * bath ν j) (-t * (bath ν 1 + bath ν (-1))) := by
-  have h := hasSum_sum_of_ne_finset_zero (f := fun j : ℤ => hop t 0 j * bath ν j)
-    (s := ({1, -1} : Finset ℤ)) (by
+  have h : HasSum (fun j : ℤ => hop t 0 j * bath ν j)
+      (∑ j ∈ ({1, -1} : Finset ℤ), hop t 0 j * bath ν j) :=
+    hasSum_sum_of_ne_finset_zero (by
       intro j hj
       simp only [Finset.mem_insert, Finset.mem_singleton, not_or] at hj
```
